# Projectors with geometrically shrinking steps converge to a projector, and the late iterates share its trace

## Matrices, norm and projectors

The finite type `n` labels an orthonormal basis of spin orbitals. All matrices are complex and square in these labels, and A† is the conjugate transpose, `Aᴴ` in Lean.

```lean
import Mathlib

open Matrix Filter Topology

namespace ProjectorIterates

noncomputable section

variable {n : Type*} [Fintype n]
```

Distances are measured in the Frobenius norm `frob`:

‖A‖ = √(Σ_i Σ_j |A_ij|²)

```lean
/-- Frobenius norm: the square root of the sum of the squared moduli of all entries. -/
def frob (A : Matrix n n ℂ) : ℝ := √(∑ i, ∑ j, ‖A i j‖ ^ 2)
```

The one-particle density matrix of a single determinant satisfies P† = P and P² = P, and tr P counts its electrons. `IsProjector` holds these two conditions. Fractional occupations and non-orthogonal bases with an overlap matrix are not covered.

```lean
/-- A Hermitian idempotent density matrix. -/
structure IsProjector (P : Matrix n n ℂ) : Prop where
  herm : P.IsHermitian
  idem : P * P = P
```

One term of a nonnegative sum is at most the sum, so |A_ij| ≤ ‖A‖; `Finset.single_le_sum` is applied within the row and then across rows.

```lean
/-- Every matrix element is bounded in modulus by the Frobenius norm. -/
theorem entry_le_frob (A : Matrix n n ℂ) (i j : n) : ‖A i j‖ ≤ frob A := by
  refine (le_abs_self _).trans (Real.abs_le_sqrt ?_)
  calc ‖A i j‖ ^ 2 ≤ ∑ b, ‖A i b‖ ^ 2 :=
        Finset.single_le_sum (f := fun b => ‖A i b‖ ^ 2) (fun _ _ => sq_nonneg _)
          (Finset.mem_univ j)
    _ ≤ ∑ a, ∑ b, ‖A a b‖ ^ 2 :=
        Finset.single_le_sum (f := fun a => ∑ b, ‖A a b‖ ^ 2)
          (fun _ _ => Finset.sum_nonneg fun _ _ => sq_nonneg _) (Finset.mem_univ i)
```

Since (A†A)_jj = Σ_i |A_ij|², exchanging the order of summation gives

‖A‖² = tr A†A

```lean
/-- The squared Frobenius norm of `A` is the trace of `Aᴴ A`. -/
theorem frob_sq (A : Matrix n n ℂ) : ((frob A ^ 2 : ℝ) : ℂ) = (Aᴴ * A).trace := by
  have h : 0 ≤ ∑ i, ∑ j, ‖A i j‖ ^ 2 :=
    Finset.sum_nonneg fun _ _ => Finset.sum_nonneg fun _ _ => sq_nonneg _
  rw [frob, Real.sq_sqrt h, Finset.sum_comm]
  simp only [trace, diag_apply, mul_apply, conjTranspose_apply]
  push_cast
  refine Finset.sum_congr rfl fun j _ => Finset.sum_congr rfl fun i _ => ?_
  exact (Complex.conj_mul' _).symm
```

## Geometric steps give a limit

Let P_0, P_1, … be matrices and C, r real numbers with 0 ≤ r < 1 and, for every k,

‖P_(k+1) − P_k‖ ≤ C r^k

This bound describes at least linear convergence, with C bounding the first step and r an upper bound on the rate, as a contracting update would produce; the actual steps may shrink faster. It is assumed, not derived from any Hamiltonian or update rule. For m > k the triangle inequality gives

‖P_k − P_m‖ ≤ C (r^k + … + r^(m−1)) ≤ C r^k/(1 − r)

The sequence is therefore Cauchy and has a limit Q, and m → ∞ leaves ‖P_k − Q‖ ≤ C r^k/(1 − r). In Lean, `vec` flattens a matrix to a Euclidean vector, `key` identifies the two distances, and completeness supplies Q. `Tendsto P atTop (𝓝 Q)` means entrywise convergence, which follows by squeezing each entry of P_k − Q with `entry_le_frob`.

```lean
/-- For `0 ≤ r < 1`, matrix iterates whose steps are at most `C r^k` in Frobenius norm converge, and
iterate `k` lies within `C r^k / (1 - r)` of the limit. -/
theorem exists_limit (P : ℕ → Matrix n n ℂ) {C r : ℝ} (hr0 : 0 ≤ r) (hr : r < 1)
    (h : ∀ k, frob (P (k + 1) - P k) ≤ C * r ^ k) :
    ∃ Q, Tendsto P atTop (𝓝 Q) ∧ ∀ k, frob (P k - Q) ≤ C * r ^ k / (1 - r) := by
  -- the Frobenius distance is the Euclidean distance of the flattened matrices
  let vec : Matrix n n ℂ → EuclideanSpace ℂ (n × n) :=
    fun A => WithLp.toLp 2 fun p => A p.1 p.2
  have key : ∀ A B, frob (A - B) = dist (vec A) (vec B) := by
    intro A B
    rw [EuclideanSpace.dist_eq, Fintype.sum_prod_type]
    simp only [frob, dist_eq_norm]
    rfl
  have hu : ∀ k, dist (vec (P k)) (vec (P (k + 1))) ≤ C * r ^ k := by
    intro k
    rw [dist_comm, ← key]
    exact h k
  obtain ⟨v, hv⟩ := cauchySeq_tendsto_of_complete
    (cauchySeq_of_le_geometric (f := fun k => vec (P k)) r C hr hu)
  let Q : Matrix n n ℂ := Matrix.of fun i j => v (i, j)
  have hQ : vec Q = v := by
    ext p
    rfl
  have hbd : ∀ k, frob (P k - Q) ≤ C * r ^ k / (1 - r) := by
    intro k
    rw [key, hQ]
    exact dist_le_of_le_geometric_of_tendsto (f := fun k => vec (P k)) r C hr hu hv k
  have hb := ((tendsto_pow_atTop_nhds_zero_of_lt_one hr0 hr).const_mul C).div_const (1 - r)
  rw [mul_zero, zero_div] at hb
  refine ⟨Q, tendsto_pi_nhds.2 fun i => tendsto_pi_nhds.2 fun j => ?_, hbd⟩
  rw [tendsto_iff_norm_sub_tendsto_zero]
  exact squeeze_zero (fun k => norm_nonneg _)
    (fun k => (entry_le_frob (P k - Q) i j).trans (hbd k)) hb
```

Now let every P_k be a projector. Adjoint and product are continuous, so P_k† → Q† and P_k² → Q². Both sequences equal P_k, and uniqueness of limits gives Q† = Q and Q² = Q.

```lean
/-- A limit of Hermitian idempotent matrices is Hermitian and idempotent. -/
theorem isProjector_of_tendsto {P : ℕ → Matrix n n ℂ} {Q : Matrix n n ℂ}
    (hP : ∀ k, IsProjector (P k)) (h : Tendsto P atTop (𝓝 Q)) : IsProjector Q := by
  have hc : Tendsto (fun k => (P k)ᴴ) atTop (𝓝 Qᴴ) :=
    (continuous_id.matrix_conjTranspose.tendsto Q).comp h
  exact ⟨tendsto_nhds_unique (hc.congr fun k => (hP k).herm.eq) h,
    tendsto_nhds_unique ((h.mul h).congr fun k => (hP k).idem) h⟩
```

## Projectors closer than one have equal traces

An idempotent P is the identity on its range and zero on a complementary subspace. In an adapted basis it is diagonal with rk P ones, where rk is the rank, so tr P = rk P, an integer. Lean shows `IsProj` onto the range and takes the trace from `hproj.trace`.

```lean
variable [DecidableEq n]

/-- The trace of an idempotent matrix equals its rank. -/
theorem trace_eq_rank {P : Matrix n n ℂ} (hP : P * P = P) : P.trace = (P.rank : ℂ) := by
  have hproj : LinearMap.IsProj (LinearMap.range (toLin' P)) (toLin' P) := by
    refine ⟨fun x => LinearMap.mem_range_self _ x, ?_⟩
    rintro _ ⟨y, rfl⟩
    rw [toLin'_apply, toLin'_apply, Matrix.mulVec_mulVec, hP]
  have ht := hproj.trace
  rw [Matrix.trace_toLin'_eq] at ht
  exact ht
```

For projectors P and Q, expansion and cyclicity of the trace give

(P − Q)†(P − Q) = P + Q − PQ − QP, so ‖P − Q‖² = rk P + rk Q − 2 tr PQ

((1 − P)Q)†(1 − P)Q = Q − QPQ, so ‖(1 − P)Q‖² = rk Q − tr PQ

These expansions are `e1` and `e2`, and `e3` is tr QPQ = tr PQ. The first equation minus twice the second eliminates tr PQ, as in `linear_combination h1 - 2 * h2`:

‖P − Q‖² = rk P − rk Q + 2‖(1 − P)Q‖²

```lean
/-- For Hermitian idempotents the squared distance is the rank difference plus twice the squared
Frobenius norm of `(1 - P) Q`. -/
theorem frob_sub_sq {P Q : Matrix n n ℂ} (hP : IsProjector P) (hQ : IsProjector Q) :
    frob (P - Q) ^ 2 = (P.rank : ℝ) - Q.rank + 2 * frob ((1 - P) * Q) ^ 2 := by
  have h1 := frob_sq (P - Q)
  have h2 := frob_sq ((1 - P) * Q)
  have e1 : (P - Q)ᴴ * (P - Q) = P + Q - P * Q - Q * P := by
    rw [conjTranspose_sub, hP.herm.eq, hQ.herm.eq, sub_mul, mul_sub, mul_sub, hP.idem, hQ.idem]
    abel
  have e2 : ((1 - P) * Q)ᴴ * ((1 - P) * Q) = Q - Q * P * Q := by
    rw [conjTranspose_mul, conjTranspose_sub, conjTranspose_one, hP.herm.eq, hQ.herm.eq]
    calc Q * (1 - P) * ((1 - P) * Q)
        = Q * Q - Q * P * Q - Q * P * Q + Q * (P * P) * Q := by noncomm_ring
      _ = Q - Q * P * Q := by rw [hP.idem, hQ.idem]; abel
  have e3 : (Q * P * Q).trace = (P * Q).trace := by
    rw [trace_mul_cycle, hQ.idem, trace_mul_comm Q P]
  rw [e1, trace_sub, trace_sub, trace_add, trace_mul_comm Q P, trace_eq_rank hP.idem,
    trace_eq_rank hQ.idem] at h1
  rw [e2, trace_sub, e3, trace_eq_rank hQ.idem] at h2
  apply Complex.ofReal_injective
  push_cast at h1 h2 ⊢
  linear_combination h1 - 2 * h2
```

Dropping the last term gives rk P − rk Q ≤ ‖P − Q‖², and exchanging P and Q gives the same bound for rk Q − rk P. If ‖P − Q‖ < 1, two integers differ by less than one, so ranks and traces agree.

```lean
/-- Two Hermitian idempotents at Frobenius distance below one have the same trace. -/
theorem trace_eq_of_frob_lt_one {P Q : Matrix n n ℂ} (hP : IsProjector P) (hQ : IsProjector Q)
    (h : frob (P - Q) < 1) : P.trace = Q.trace := by
  have hs : frob (Q - P) = frob (P - Q) := by
    refine congrArg Real.sqrt
      (Finset.sum_congr rfl fun i _ => Finset.sum_congr rfl fun j _ => ?_)
    rw [Matrix.sub_apply, Matrix.sub_apply, norm_sub_rev]
  have h1 := frob_sub_sq hP hQ
  have h2 := frob_sub_sq hQ hP
  rw [hs] at h2
  have h0 : 0 ≤ frob (P - Q) := Real.sqrt_nonneg _
  have hlt : frob (P - Q) ^ 2 < 1 := by nlinarith
  -- the ranks are integers that differ by less than one
  have a1 : (P.rank : ℝ) < Q.rank + 1 := by linarith [sq_nonneg (frob ((1 - P) * Q))]
  have a2 : (Q.rank : ℝ) < P.rank + 1 := by linarith [sq_nonneg (frob ((1 - Q) * P))]
  have b1 : P.rank < Q.rank + 1 := by exact_mod_cast a1
  have b2 : Q.rank < P.rank + 1 := by exact_mod_cast a2
  have hrk : P.rank = Q.rank := by omega
  rw [trace_eq_rank hP.idem, trace_eq_rank hQ.idem, hrk]
```

## The trace freezes once C r^k < 1

The bound at k = 0 gives C ≥ 0, which is therefore not a hypothesis. If C r^k < 1, every step m ≥ k has length at most C r^m ≤ C r^k < 1, and the induction `hc` gives tr P_m = tr P_k. Continuity gives tr P_m → tr Q, hence tr P_k = tr Q. Since C r^k → 0, this covers all large k.

The theorem reads: projectors with the step bound have a limit Q that is a projector, the error bound holds at every k, and tr P_k = tr Q both whenever C r^k < 1 and eventually (`∀ᶠ k in atTop`). Nothing says that Q is self-consistent or minimises an energy.

```lean
/-- For `0 ≤ r < 1`, Hermitian idempotent iterates with steps at most `C r^k` converge, with error
at most `C r^k / (1 - r)`, to a Hermitian idempotent whose trace equals that of every iterate with
`C r^k < 1` and of all late iterates. -/
theorem projector_iterates_converge (P : ℕ → Matrix n n ℂ) (hP : ∀ k, IsProjector (P k))
    {C r : ℝ} (hr0 : 0 ≤ r) (hr : r < 1) (h : ∀ k, frob (P (k + 1) - P k) ≤ C * r ^ k) :
    ∃ Q, IsProjector Q ∧ Tendsto P atTop (𝓝 Q) ∧
      (∀ k, frob (P k - Q) ≤ C * r ^ k / (1 - r)) ∧
      (∀ k, C * r ^ k < 1 → (P k).trace = Q.trace) ∧
      ∀ᶠ k in atTop, (P k).trace = Q.trace := by
  obtain ⟨Q, hQ, hbd⟩ := exists_limit P hr0 hr h
  have hC : 0 ≤ C := by
    have h0 : 0 ≤ C * r ^ 0 := (Real.sqrt_nonneg _).trans (h 0)
    simpa using h0
  have ht : Tendsto (fun m => (P m).trace) atTop (𝓝 Q.trace) :=
    (continuous_id.matrix_trace.tendsto Q).comp hQ
  have htr : ∀ k, C * r ^ k < 1 → (P k).trace = Q.trace := by
    intro k hk
    -- from step k on every step is shorter than one, so the trace is frozen
    have hc : ∀ m, k ≤ m → (P m).trace = (P k).trace := by
      intro m hm
      induction m, hm using Nat.le_induction with
      | base => rfl
      | succ m hm ih =>
        have hle := mul_le_mul_of_nonneg_left (pow_le_pow_of_le_one hr0 hr.le hm) hC
        rw [← ih]
        exact trace_eq_of_frob_lt_one (hP _) (hP _) (by linarith [h m])
    have hconst : Tendsto (fun m => (P m).trace) atTop (𝓝 (P k).trace) :=
      tendsto_const_nhds.congr' (by
        filter_upwards [eventually_ge_atTop k] with m hm using (hc m hm).symm)
    exact tendsto_nhds_unique hconst ht
  have hz := (tendsto_pow_atTop_nhds_zero_of_lt_one hr0 hr).const_mul C
  rw [mul_zero] at hz
  exact ⟨Q, isProjector_of_tendsto hP hQ, hQ, hbd, htr,
    (hz.eventually (gt_mem_nhds zero_lt_one)).mono htr⟩
```

For single-determinant self-consistent-field iterations in a finite orthonormal basis that obey the step bound, the limit is again idempotent and has the late electron count. Ordinary iterations fix tr P_k = N, the electron number, at every step, and then continuity alone gives tr Q = N; the trace statements add information when the number of occupied orbitals is allowed to change between steps, for instance at fixed chemical potential. In code, ‖P_(k+1) − P_k‖ is a common stopping criterion. The guaranteed upper bound on the distance to Q is C r^k/(1 − r), which for r near one far exceeds the step bound, and a rate fitted to finitely many steps only estimates r. Linear mixing of different projectors generally leaves `IsProjector`, while `exists_limit` still applies to a mixed sequence that obeys the step bound. These comments on practice interpret the theorems and are not themselves proved.

## Distance one and a rotating orbital

Two slips suggest themselves: claiming tr P_k = tr Q for all k, and weakening < 1 to ≤ 1. The projectors diag(1, 0) and 0 are at distance exactly one and have traces 1 and 0, so a step of length one can change the trace. The sequence P_0 = diag(1, 0), P_k = 0 for k ≥ 1 obeys the step bound with C = 1 and r = 1/2, has limit Q = 0, and has C r^0 = 1 with tr P_0 ≠ tr Q, which refutes both slips; only the pair of matrices is checked in Lean. This step removes an electron, so it does not occur in an iteration at fixed electron number.

```lean
/-- The Hermitian idempotents `diag(1, 0)` and `0` are at Frobenius distance exactly one and have
different traces. -/
theorem distance_one_sharp :
    IsProjector (!![1, 0; 0, 0] : Matrix (Fin 2) (Fin 2) ℂ) ∧
      IsProjector (0 : Matrix (Fin 2) (Fin 2) ℂ) ∧
      frob ((!![1, 0; 0, 0] : Matrix (Fin 2) (Fin 2) ℂ) - 0) = 1 ∧
      (!![1, 0; 0, 0] : Matrix (Fin 2) (Fin 2) ℂ).trace ≠ (0 : Matrix (Fin 2) (Fin 2) ℂ).trace := by
  refine ⟨⟨Matrix.IsHermitian.ext fun i j => ?_, ?_⟩, ⟨isHermitian_zero, mul_zero _⟩, ?_, ?_⟩
  · fin_cases i <;> fin_cases j <;> simp
  · ext i j
    fin_cases i <;> fin_cases j <;> simp [Matrix.mul_apply, Fin.sum_univ_two]
  · simp [frob, Fin.sum_univ_two]
  · simp [trace_fin_two]
```

For a sequence that never stops moving, take the normalised orbital u(t) = (cos t, sin t) at a real angle t, with components u_0 and u_1.

```lean
/-- The real unit orbital `(cos t, sin t)` in a two-function basis. -/
def orbital (t : ℝ) : Fin 2 → ℝ := ![Real.cos t, Real.sin t]
```

Its density matrix has entries L(t)_ij = u_i(t) u_j(t).

```lean
/-- Density matrix of the single orbital at angle `t`. -/
def lineProjector (t : ℝ) : Matrix (Fin 2) (Fin 2) ℂ :=
  Matrix.of fun i j => ((orbital t i * orbital t j : ℝ) : ℂ)
```

Normalisation gives L² = L, and for angles a and b, `hf` states

‖L(a) − L(b)‖ = √(2 sin²(a − b))

With x = 2^(−k), consecutive angles differ by x/2, and 0 < sin(x/2) ≤ x/2 gives 0 < ‖L(x/2) − L(x)‖ ≤ x/√2 ≤ x. The sequence P_k = L(2^(−k)) thus meets the hypotheses with C = 1 and r = 1/2, and every step is nonzero.

```lean
/-- The density matrices of an orbital at angles `2^(-k)` are Hermitian idempotents whose steps
are nonzero and at most `(1/2)^k`. -/
theorem rotating_orbital_witness (k : ℕ) :
    IsProjector (lineProjector ((1 / 2) ^ k)) ∧
      0 < frob (lineProjector ((1 / 2) ^ (k + 1)) - lineProjector ((1 / 2) ^ k)) ∧
      frob (lineProjector ((1 / 2) ^ (k + 1)) - lineProjector ((1 / 2) ^ k)) ≤ (1 / 2) ^ k := by
  have o0 : ∀ t, orbital t 0 = Real.cos t := fun _ => rfl
  have o1 : ∀ t, orbital t 1 = Real.sin t := fun _ => rfl
  have hf : ∀ a b, frob (lineProjector a - lineProjector b) = √(2 * Real.sin (a - b) ^ 2) := by
    intro a b
    refine congrArg Real.sqrt ?_
    simp only [lineProjector, Matrix.sub_apply, of_apply, ← Complex.ofReal_sub,
      Complex.norm_real, Real.norm_eq_abs, sq_abs, Fin.sum_univ_two, o0, o1, Real.sin_sub]
    linear_combination (Real.cos a ^ 2 + Real.sin a ^ 2 - Real.cos b ^ 2 - Real.sin b ^ 2) *
      (Real.cos_sq_add_sin_sq a - Real.cos_sq_add_sin_sq b)
  have hd : (1 / 2 : ℝ) ^ (k + 1) - (1 / 2) ^ k = -((1 / 2) ^ k / 2) := by ring
  have hx0 : (0 : ℝ) < (1 / 2) ^ k := by positivity
  have hx1 : (1 / 2 : ℝ) ^ k ≤ 1 := pow_le_one₀ (by norm_num) (by norm_num)
  rw [hf, hd, Real.sin_neg, neg_sq]
  generalize (1 / 2 : ℝ) ^ k = x at hx0 hx1 ⊢
  have hs : 0 < Real.sin (x / 2) :=
    Real.sin_pos_of_pos_of_lt_pi (by linarith) (by linarith [Real.pi_gt_three])
  have hs2 := pow_le_pow_left₀ hs.le (Real.sin_le (by linarith : 0 ≤ x / 2)) 2
  refine ⟨⟨Matrix.IsHermitian.ext fun i j => ?_, ?_⟩, Real.sqrt_pos.2 (by positivity),
    Real.sqrt_le_iff.2 ⟨hx0.le, by nlinarith [sq_nonneg x]⟩⟩
  · simp only [lineProjector, of_apply, Complex.star_def, Complex.conj_ofReal, mul_comm]
  · ext i j
    have hn : orbital x 0 ^ 2 + orbital x 1 ^ 2 = 1 := Real.cos_sq_add_sin_sq x
    simp only [lineProjector, mul_apply, of_apply, Fin.sum_univ_two, ← Complex.ofReal_mul,
      ← Complex.ofReal_add, Complex.ofReal_inj]
    linear_combination (orbital x i * orbital x j) * hn

end

end ProjectorIterates
```

```lean
#print axioms ProjectorIterates.projector_iterates_converge
-- 'ProjectorIterates.projector_iterates_converge' depends on axioms: [propext, Classical.choice, Quot.sound]
#print axioms ProjectorIterates.distance_one_sharp
-- 'ProjectorIterates.distance_one_sharp' depends on axioms: [propext, Classical.choice, Quot.sound]
```
